# To first order in the Coulomb term, the WKB-matched ionization rate of hydrogen 1s is asymptotic to $(4/F)\,e^{-2/(3F)}$ in a weak static field $F$ (atomic units), for every fixed matching point

## Does the matching point really drop out?

To estimate how fast a weak static field ionizes ground-state hydrogen, I take the unperturbed 1s density at some point $\eta_0$ under the barrier, continue it outward with a WKB wave, and then quote a rate in which $\eta_0$ no longer appears. That last step relies on a limit. In atomic units, with field strength $F$ and parabolic coordinate $\eta=r-z$ (the electron is pulled towards negative $z$), and with the Coulomb term in the barrier kept to first order, let

$$W(F)=\int_{\eta_0}^{1/F}\left[\sqrt{1-F\eta}-\frac{1}{\eta\sqrt{1-F\eta}}\right]d\eta .$$

The claim is that, for every fixed $\eta_0>0$,

$$F\,e^{2/(3F)}\,\eta_0\,e^{-\eta_0-W(F)}\longrightarrow 4\qquad (F\to0^+).$$

The integrand is singular at the turning point $1/F$, and two large exponents have to cancel. I would like to see this done rigorously, with a proof that a machine has checked. Can it be?

## Yes: the barrier integral has a closed form

**Where the expression comes from.** For the 1s state, with energy $-1/2$, the probability decays under the barrier at the rate $\sqrt{1-F\eta-2/\eta}$ per unit $\eta$, once the $1/\eta^2$ term is neglected. Expanding to first order in the Coulomb term $2/\eta$ gives the integrand above. The endpoint $1/F$, called the turning point below, is where the barrier ends when that term is left out. The normalised 1s density is $e^{-(\xi+\eta)}/\pi$, with $\xi=r+z$. Matching it to the WKB wave at $\eta_0$, with the local momentum there set to its asymptotic size $1/2$, and integrating the outgoing flux over $\xi$ gives the rate $\eta_0e^{-\eta_0-W}$.

**The integral.** Take $0<F\eta_0<1$, so that the matching point lies below the endpoint $1/F$, and write $s=\sqrt{1-F\eta_0}$, so $0<s<1$. The field part is elementary:

$$\int_{\eta_0}^{1/F}\sqrt{1-F\eta}\,d\eta=\left[-\frac{2}{3F}(1-F\eta)^{3/2}\right]_{\eta_0}^{1/F}=\frac{2}{3F}s^3 .$$

In the Coulomb part, substitute $u=\sqrt{1-F\eta}$, so that $\eta=(1-u^2)/F$ and $d\eta=-2u\,du/F$:

$$\int_{\eta_0}^{1/F}\frac{d\eta}{\eta\sqrt{1-F\eta}}=\int_0^s\frac{2\,du}{1-u^2}=\log\frac{1+s}{1-s}.$$

The singularity at the turning point is therefore integrable, and

$$W(F)=\frac{2}{3F}s^3-\log\frac{1+s}{1-s}.$$

**The cancellation.** Inserting $W$ gives

$$F e^{2/(3F)}\eta_0e^{-\eta_0-W}=F\eta_0\,\frac{1+s}{1-s}\,\exp\!\left[\frac{2(1-s^3)}{3F}-\eta_0\right].$$

Since $F\eta_0=1-s^2=(1-s)(1+s)$, the prefactor is $(1+s)^2$. The same identity gives $1/F=\eta_0/[(1-s)(1+s)]$, so the exponent becomes

$$\eta_0\,\frac{2(1+s+s^2)-3(1+s)}{3(1+s)}=\eta_0\,\frac{2s^2-s-1}{3(1+s)}=-\frac{\eta_0(1-s)(1+2s)}{3(1+s)} .$$

Hence, exactly and at finite field,

$$F e^{2/(3F)}\eta_0e^{-\eta_0-W}=(1+s)^2\exp\!\left[-\frac{\eta_0(1-s)(1+2s)}{3(1+s)}\right].$$

As $F\to0^+$ with $\eta_0$ fixed, $s\to1$. The exponent vanishes and the prefactor tends to $4$, whatever $\eta_0$ was.

**A bound at finite field.** Because $s<1$, the prefactor is strictly below $4$, and the exponential is at most $1$. The matched rate is therefore strictly smaller than $(4/F)e^{-2/(3F)}$ whenever $0<F\eta_0<1$. The size of the shortfall depends on $\eta_0$, so it is a property of the model and not a prediction of the physical correction at finite field.

## What the Lean theorems say

The real variables `F` and `η₀` are the field and the matching point in atomic units. The definitions translate as follows:

- `barrierDecay F η` is the integrand.
- `wkbAction F η₀` is $W(F)$, an interval integral from `η₀` to `1 / F`.
- `wkbRate F η₀` is $\eta_0e^{-\eta_0-W}$.
- `landauRate F` is $(4/F)e^{-2/(3F)}$.

The main theorem, `tendsto_scaled_wkbRate`, assumes only `0 < η₀`. The filter `𝓝[>] 0` expresses that $F$ approaches zero through positive values, and `𝓝 4` is the limit. `tendsto_wkbRate_div_landauRate` restates the result as a ratio of rates tending to $1$. The closed form `wkbAction_eq`, the finite-field identity `scaled_wkbRate_eq` and the strict bound `wkbRate_lt_landauRate` also assume `0 < F` and `F * η₀ < 1`, which places the matching point inside the turning point.

Both rates enter as definitions. The theorems compare two formulas; they do not derive either from the Schrödinger equation, and they do not establish the width of the Stark resonance. The first-order Coulomb expansion, the neglected $1/\eta^2$ term and the WKB connection at the turning point are all built into the model. Physically, the matching is justified for $1\ll\eta_0\ll F^{-1/2}$; the upper limit keeps the field's distortion of the density at $\eta_0$, a factor of about $e^{F\eta_0^2/4}$, negligible. The limit, by contrast, holds for any fixed positive $\eta_0$, including values too small for the approximation to be trusted.

The condition $\eta_0>0$ matters. At $\eta_0=0$ the integral diverges and Lean assigns it the value zero; the factor $\eta_0$ then makes the scaled rate $0$ for every $F$, so its limit is $0$ and not $4$.

For simulation practice, $(4/F)e^{-2/(3F)}$ serves as a weak-field reference for computed ionization rates of hydrogen 1s in a static field. What the limit adds is that, within this leading-order semiclassical model, the reference does not depend on the chosen matching point.

```lean
import Mathlib

open Filter Topology Set MeasureTheory

namespace HydrogenFieldIonization

noncomputable section

/-- Model decay exponent of the 1s probability under the barrier, per unit of the parabolic
coordinate `η`, in atomic units, with the Coulomb term kept to first order and the `1/η²` term
neglected. -/
def barrierDecay (F η : ℝ) : ℝ := √(1 - F * η) - 1 / (η * √(1 - F * η))

/-- The barrier integral `W(F)` from the matching point `η₀` to the outer turning point `1/F`. -/
def wkbAction (F η₀ : ℝ) : ℝ := ∫ η in η₀..(1 / F), barrierDecay F η

/-- The ionization rate obtained by matching the 1s density at `η₀` to the WKB wave. -/
def wkbRate (F η₀ : ℝ) : ℝ := η₀ * Real.exp (-η₀ - wkbAction F η₀)

/-- The weak-field ionization rate `(4/F) exp(-2/(3F))` of the hydrogen ground state. -/
def landauRate (F : ℝ) : ℝ := 4 / F * Real.exp (-(2 / (3 * F)))

lemma sqrt_lt_one_of_pos {F η : ℝ} (hF : 0 < F) (hη : 0 < η) : √(1 - F * η) < 1 := by
  have h := mul_pos hF hη
  exact (Real.sqrt_lt' one_pos).2 (by linarith)

lemma hasDerivAt_root {F η : ℝ} (h : F * η < 1) :
    HasDerivAt (fun x : ℝ => √(1 - F * x)) (-F / (2 * √(1 - F * η))) η := by
  have h1 : HasDerivAt (fun x : ℝ => 1 - F * x) (-(F * 1)) η :=
    ((hasDerivAt_id' η).const_mul F).const_sub 1
  have hne : 1 - F * η ≠ 0 := by linarith
  exact (h1.sqrt hne).congr_deriv (by rw [mul_one])

/-- A primitive of the field part `√(1 - Fη)` of the decay exponent under the barrier. -/
theorem hasDerivAt_fieldPart {F η : ℝ} (hF : 0 < F) (h : F * η < 1) :
    HasDerivAt (fun x : ℝ => -(2 / (3 * F)) * (√(1 - F * x) * √(1 - F * x) * √(1 - F * x)))
      (√(1 - F * η)) η := by
  have key : ∀ s : ℝ, 0 < s → -(2 / (3 * F)) *
      ((-F / (2 * s) * s + s * (-F / (2 * s))) * s + s * s * (-F / (2 * s))) = s := by
    intro s hs
    field_simp
    ring
  have hr := hasDerivAt_root h
  exact (((hr.fun_mul hr).fun_mul hr).const_mul (-(2 / (3 * F)))).congr_deriv
    (key _ (Real.sqrt_pos.2 (by linarith)))

/-- A primitive of the Coulomb part `1/(η √(1 - Fη))` of the decay exponent under the barrier. -/
theorem hasDerivAt_coulombPart {F η : ℝ} (hF : 0 < F) (hη : 0 < η) (h : F * η < 1) :
    HasDerivAt (fun x : ℝ => Real.log (1 - √(1 - F * x)) - Real.log (1 + √(1 - F * x)))
      (1 / (η * √(1 - F * η))) η := by
  have key : ∀ s : ℝ, 0 < s → 1 - s ≠ 0 → s ^ 2 = 1 - F * η →
      -(-F / (2 * s)) / (1 - s) - -F / (2 * s) / (1 + s) = 1 / (η * s) := by
    intro s hs h1 h2
    have h3 : 1 + s ≠ 0 := by positivity
    have hF' : F = (1 - s) * (1 + s) / η := by
      rw [eq_div_iff hη.ne']
      linarith
    rw [hF']
    field_simp
    ring
  have hr := hasDerivAt_root h
  have hlt := sqrt_lt_one_of_pos hF hη
  have hpos : 0 < √(1 - F * η) := Real.sqrt_pos.2 (by linarith)
  have hm : 1 - √(1 - F * η) ≠ 0 := by linarith
  have hp : 1 + √(1 - F * η) ≠ 0 := by positivity
  exact (((hr.const_sub 1).log hm).fun_sub ((hr.const_add 1).log hp)).congr_deriv
    (key _ hpos hm (Real.sq_sqrt (by linarith)))

lemma continuousOn_coulombPart {F η₀ : ℝ} (hF : 0 < F) (hη : 0 < η₀) :
    ContinuousOn (fun x : ℝ => Real.log (1 - √(1 - F * x)) - Real.log (1 + √(1 - F * x)))
      (Icc η₀ (1 / F)) := by
  have hm : Continuous (fun x : ℝ => 1 - √(1 - F * x)) := by fun_prop
  have hp : Continuous (fun x : ℝ => 1 + √(1 - F * x)) := by fun_prop
  refine (hm.continuousOn.log fun x hx => ?_).sub (hp.continuousOn.log fun x _ => ?_)
  · have := sqrt_lt_one_of_pos hF (lt_of_lt_of_le hη hx.1)
    linarith
  · positivity

/-- The decay exponent is integrable up to the outer turning point, where it is singular. -/
theorem barrierDecay_integrable {F η₀ : ℝ} (hF : 0 < F) (hη : 0 < η₀) (h : F * η₀ < 1) :
    IntervalIntegrable (barrierDecay F) volume η₀ (1 / F) := by
  have hle : η₀ ≤ 1 / F := (le_div_iff₀ hF).2 (by linarith)
  have h1 : IntervalIntegrable (fun x : ℝ => √(1 - F * x)) volume η₀ (1 / F) := by
    have hc : Continuous (fun x : ℝ => √(1 - F * x)) := by fun_prop
    exact hc.intervalIntegrable _ _
  -- the singular part is the nonnegative derivative of a continuous function
  have h2 : IntervalIntegrable (fun x : ℝ => 1 / (x * √(1 - F * x))) volume η₀ (1 / F) := by
    refine (intervalIntegrable_iff_integrableOn_Ioc_of_le hle).2
      (intervalIntegral.integrableOn_deriv_of_nonneg (continuousOn_coulombPart hF hη)
        (fun x hx => ?_) (fun x hx => ?_))
    · have hx2 := (lt_div_iff₀ hF).1 hx.2
      exact hasDerivAt_coulombPart hF (hη.trans hx.1) (by linarith)
    · have hx0 : 0 < x := hη.trans hx.1
      positivity
  exact h1.sub h2

/-- Closed form of the barrier integral in terms of `√(1 - Fη₀)` at the matching point. -/
theorem wkbAction_eq {F η₀ : ℝ} (hF : 0 < F) (hη : 0 < η₀) (h : F * η₀ < 1) :
    wkbAction F η₀ = 2 / (3 * F) * √(1 - F * η₀) ^ 3
      - Real.log ((1 + √(1 - F * η₀)) / (1 - √(1 - F * η₀))) := by
  have hle : η₀ ≤ 1 / F := (le_div_iff₀ hF).2 (by linarith)
  have hc : Continuous (fun x : ℝ =>
      -(2 / (3 * F)) * (√(1 - F * x) * √(1 - F * x) * √(1 - F * x))) := by fun_prop
  have hint := intervalIntegral.integral_eq_sub_of_hasDerivAt_of_le hle
    (hc.continuousOn.sub (continuousOn_coulombPart hF hη))
    (f' := barrierDecay F)
    (fun x hx => by
      have hx2 := (lt_div_iff₀ hF).1 hx.2
      have hx3 : F * x < 1 := by linarith
      exact (hasDerivAt_fieldPart hF hx3).fun_sub
        (hasDerivAt_coulombPart hF (hη.trans hx.1) hx3))
    (barrierDecay_integrable hF hη h)
  have hend : 1 - F * (1 / F) = 0 := by rw [mul_one_div_cancel hF.ne', sub_self]
  have hlt := sqrt_lt_one_of_pos hF hη
  have hm : 1 - √(1 - F * η₀) ≠ 0 := by linarith
  have hp : 1 + √(1 - F * η₀) ≠ 0 := by positivity
  refine Eq.trans hint ?_
  rw [Real.log_div hp hm]
  simp only [Pi.sub_apply, hend, Real.sqrt_zero, sub_zero, add_zero, Real.log_one]
  ring

/-- Exact finite-field form of the matched rate, scaled by `F exp(2/(3F))`. -/
theorem scaled_wkbRate_eq {F η₀ : ℝ} (hF : 0 < F) (hη : 0 < η₀) (h : F * η₀ < 1) :
    F * Real.exp (2 / (3 * F)) * wkbRate F η₀ = (1 + √(1 - F * η₀)) ^ 2 *
      Real.exp (-(η₀ * (1 - √(1 - F * η₀)) * (1 + 2 * √(1 - F * η₀))
        / (3 * (1 + √(1 - F * η₀))))) := by
  rw [wkbRate, wkbAction_eq hF hη h]
  have hlt := sqrt_lt_one_of_pos hF hη
  have h0 := Real.sqrt_nonneg (1 - F * η₀)
  have hsq : √(1 - F * η₀) ^ 2 = 1 - F * η₀ := Real.sq_sqrt (by linarith)
  generalize √(1 - F * η₀) = s at *
  have hm : 0 < 1 - s := by linarith
  have hp : 0 < 1 + s := by linarith
  have e1 : Real.exp (-η₀ - (2 / (3 * F) * s ^ 3 - Real.log ((1 + s) / (1 - s))))
      = Real.exp (-η₀ - 2 / (3 * F) * s ^ 3) * ((1 + s) / (1 - s)) := by
    rw [← sub_add, Real.exp_add, Real.exp_log (div_pos hp hm)]
  -- the large exponents cancel
  have e2 : Real.exp (2 / (3 * F)) * Real.exp (-η₀ - 2 / (3 * F) * s ^ 3)
      = Real.exp (-(η₀ * (1 - s) * (1 + 2 * s) / (3 * (1 + s)))) := by
    rw [← Real.exp_add]
    congr 1
    have hη' : η₀ = (1 - s) * (1 + s) / F := by
      rw [eq_div_iff hF.ne']
      linarith
    rw [hη']
    field_simp
    ring
  have e3 : F * η₀ * ((1 + s) / (1 - s)) = (1 + s) ^ 2 := by
    rw [← mul_div_assoc, div_eq_iff hm.ne']
    linear_combination (1 + s) * hsq
  rw [e1, ← e2, ← e3]
  ring

/-- WKB matching for hydrogen 1s: for every matching point `η₀ > 0` the matched rate times
`F exp(2/(3F))` tends to 4 as the field tends to zero from above. -/
theorem tendsto_scaled_wkbRate {η₀ : ℝ} (hη : 0 < η₀) :
    Tendsto (fun F : ℝ => F * Real.exp (2 / (3 * F)) *
      (η₀ * Real.exp (-η₀ - wkbAction F η₀))) (𝓝[>] 0) (𝓝 4) := by
  have hg : Continuous (fun F : ℝ => (1 + √(1 - F * η₀)) ^ 2 *
      Real.exp (-(η₀ * (1 - √(1 - F * η₀)) * (1 + 2 * √(1 - F * η₀))
        / (3 * (1 + √(1 - F * η₀)))))) := by
    refine Continuous.mul (by fun_prop) (Continuous.rexp (Continuous.neg
      (Continuous.div (by fun_prop) (by fun_prop) (fun F => by positivity))))
  have ht := (hg.tendsto 0).mono_left (nhdsWithin_le_nhds (s := Ioi (0 : ℝ)))
  have h4 : (1 + √(1 - 0 * η₀)) ^ 2 *
      Real.exp (-(η₀ * (1 - √(1 - 0 * η₀)) * (1 + 2 * √(1 - 0 * η₀))
        / (3 * (1 + √(1 - 0 * η₀))))) = 4 := by norm_num
  rw [h4] at ht
  refine ht.congr' ?_
  -- for weak fields the matching point lies below `1/F`
  filter_upwards [Ioo_mem_nhdsGT (one_div_pos.2 hη)] with F hF
  exact (scaled_wkbRate_eq hF.1 hη ((lt_div_iff₀ hη).1 hF.2)).symm

lemma scaled_landauRate {F : ℝ} (hF : 0 < F) :
    F * Real.exp (2 / (3 * F)) * landauRate F = 4 := by
  have h1 : Real.exp (2 / (3 * F)) * Real.exp (-(2 / (3 * F))) = 1 := by
    rw [← Real.exp_add, add_neg_cancel, Real.exp_zero]
  have h2 : F * (4 / F) = 4 := by field_simp
  rw [landauRate]
  linear_combination (F * (4 / F)) * h1 + h2

/-- For every field `F > 0` and matching point `0 < η₀ < 1/F`, the matched rate lies strictly below
`(4/F) exp(-2/(3F))`. -/
theorem wkbRate_lt_landauRate {F η₀ : ℝ} (hF : 0 < F) (hη : 0 < η₀) (h : F * η₀ < 1) :
    wkbRate F η₀ < landauRate F := by
  have hpos : 0 ≤ F * Real.exp (2 / (3 * F)) := by positivity
  refine lt_of_mul_lt_mul_left ?_ hpos
  rw [scaled_landauRate hF, scaled_wkbRate_eq hF hη h]
  have hlt := sqrt_lt_one_of_pos hF hη
  have h0 := Real.sqrt_nonneg (1 - F * η₀)
  generalize √(1 - F * η₀) = s at *
  have hm : 0 ≤ 1 - s := by linarith
  have hE : 0 ≤ η₀ * (1 - s) * (1 + 2 * s) / (3 * (1 + s)) :=
    div_nonneg (mul_nonneg (mul_nonneg hη.le hm) (by linarith)) (by linarith)
  have he := Real.exp_le_one_iff.2 (neg_nonpos.2 hE)
  exact lt_of_le_of_lt (mul_le_of_le_one_right (sq_nonneg _) he) (by nlinarith)

/-- The ratio of the matched rate to `(4/F) exp(-2/(3F))` tends to one in the weak-field limit,
for every matching point. -/
theorem tendsto_wkbRate_div_landauRate {η₀ : ℝ} (hη : 0 < η₀) :
    Tendsto (fun F : ℝ => wkbRate F η₀ / landauRate F) (𝓝[>] 0) (𝓝 1) := by
  have ht := (tendsto_scaled_wkbRate hη).div_const 4
  rw [div_self (by norm_num : (4 : ℝ) ≠ 0)] at ht
  refine ht.congr' ?_
  filter_upwards [self_mem_nhdsWithin] with F hF
  have hF' : 0 < F := hF
  have hL := scaled_landauRate hF'
  have hne : landauRate F ≠ 0 := by
    intro h0
    rw [h0, mul_zero] at hL
    norm_num at hL
  change F * Real.exp (2 / (3 * F)) * wkbRate F η₀ / 4 = wkbRate F η₀ / landauRate F
  rw [div_eq_div_iff (by norm_num) hne]
  linear_combination (wkbRate F η₀) * hL

end

end HydrogenFieldIonization
```

```lean
#print axioms HydrogenFieldIonization.tendsto_scaled_wkbRate
#print axioms HydrogenFieldIonization.wkbRate_lt_landauRate
#print axioms HydrogenFieldIonization.tendsto_wkbRate_div_landauRate
```

```
'HydrogenFieldIonization.tendsto_scaled_wkbRate' depends on axioms: [propext, Classical.choice, Quot.sound]
'HydrogenFieldIonization.wkbRate_lt_landauRate' depends on axioms: [propext, Classical.choice, Quot.sound]
'HydrogenFieldIonization.tendsto_wkbRate_div_landauRate' depends on axioms: [propext, Classical.choice, Quot.sound]
```

## How the proof follows the calculation

**Primitives.** `hasDerivAt_root` differentiates $\sqrt{1-F\eta}$ below the turning point. `hasDerivAt_fieldPart` uses it to check the primitive $-\frac{2}{3F}(1-F\eta)^{3/2}$, with the power written as a product of three square roots. `hasDerivAt_coulombPart` checks that $\log(1-u)-\log(1+u)$, with $u=\sqrt{1-F\eta}$, has derivative $1/(\eta u)$. This replaces the substitution made by hand. In both proofs the local statement `key` isolates the algebra in a positive variable `s`, and `field_simp` and `ring` finish it.

**The singular endpoint.** The Coulomb primitive has no finite derivative at $\eta=1/F$, but it is continuous there, as `continuousOn_coulombPart` shows. Its derivative is nonnegative inside the interval. `barrierDecay_integrable` combines these two facts through `integrableOn_deriv_of_nonneg`: a continuous function on a closed interval with a nonnegative derivative inside has an integrable derivative. The field part is continuous, so the difference is integrable as well.

**The closed form.** `wkbAction_eq` applies a version of the fundamental theorem of calculus that needs continuity on the closed interval and derivatives only in its interior. At the upper end the square root is zero, so both primitives vanish there. The lower end supplies the formula for $W$.

**The exact scaled rate.** In `scaled_wkbRate_eq`, `generalize` replaces the square root by `s`, keeping the relation $s^2=1-F\eta_0$. Three identities then follow the calculation by hand. `e1` turns the exponential of the logarithm into the factor $(1+s)/(1-s)$, `e2` combines the large exponents, and `e3` reduces the prefactor to $(1+s)^2$.

**The limit.** `tendsto_scaled_wkbRate` first shows that the right-hand side of the exact identity is continuous in $F$ on the whole real line and equals $4$ at $F=0$. The identity itself is available only for $0<F<1/\eta_0$, but that interval contains all sufficiently small positive fields. `filter_upwards` supplies this restriction, and `congr'` transfers the limit to the original expression.

**The comparison of rates.** `scaled_landauRate` shows that $F e^{2/(3F)}$ times `landauRate F` is exactly $4$. For the strict bound, `wkbRate_lt_landauRate` multiplies both rates by this common factor, bounds the exponential by $1$ and uses $(1+s)^2<4$. For the ratio, the last theorem divides the main limit by $4$ and uses the same identity to rewrite the quotient.
